# No canonical pair $AS^{-1}B - BS^{-1}A = i\hbar S$ in a finite non-empty basis with invertible overlap

Before I can ask whether two pseudo operators are canonical, I have to say how they are multiplied. In an ultrasoft or PAW setting the basis states are in general not orthonormal. If $A$ and $B$ hold matrix elements between these states and $S$ is their overlap matrix, I take the product to be $AS^{-1}B$, with the inverse overlap between the factors. The identity operator is then represented by $S$, and the canonical relation reads

$$AS^{-1}B - BS^{-1}A = i\hbar S .$$

My claim is that no pseudo position and pseudo momentum satisfy this exactly in a finite basis, however well the basis is chosen. I would like to see that made rigorous and machine-checked. I would also like to know where the missing $i\hbar$ goes, since the operators I started from were supposed to be canonical.

## The trace weighted with the inverse overlap

The claim is right for every invertible $S$, every non-empty finite basis and every $\hbar \neq 0$. The matrices $A$ and $B$ need not be Hermitian, and $S$ need not be positive. The missing $i\hbar$ sits in transitions through states outside the basis.

Let $n$ be the number of basis states, and write $C = AS^{-1}B - BS^{-1}A$ for the ultrasoft commutator. Multiplying by $S^{-1}$ from the left gives

$$S^{-1}C = (S^{-1}A)(S^{-1}B) - (S^{-1}B)(S^{-1}A),$$

which is an ordinary commutator of two finite matrices. Since $\operatorname{tr}(MN) = \operatorname{tr}(NM)$, its trace vanishes:

$$\operatorname{tr}(S^{-1}C) = 0 .$$

For any complex number $c$, the deviation of $C$ from $cS$ therefore has the weighted trace

$$\operatorname{tr}\bigl(S^{-1}(C - cS)\bigr) = 0 - c\operatorname{tr}(1) = -cn .$$

If the canonical relation held, the left side would be zero for $c = i\hbar$, while the right side would be $-i\hbar n \neq 0$. This contradiction proves the claim. For $n = 1$ it is visible at once: the matrices are numbers, so $C = 0$, while $i\hbar S$ is not zero.

## Where the missing $i\hbar$ goes

Now let the basis states live in a larger space of finite dimension $m$, and store them as the columns of an $m\times n$ matrix $T$. The overlap is $S = T^\dagger T$, and an operator $O$ on the larger space has the pseudo operator $T^\dagger O T$. Define

$$Q = 1 - TS^{-1}T^\dagger .$$

When $S$ is invertible, $QT = T - TS^{-1}S = 0$, so $Q$ removes every basis state. A vector $v$ orthogonal to all basis states has $T^\dagger v = 0$, so $Q$ leaves it unchanged. For two operators $X$ and $P$ on the larger space, put $A = T^\dagger XT$ and $B = T^\dagger PT$. Inserting the definition of $Q$ gives

$$T^\dagger XQPT = T^\dagger XPT - T^\dagger XT\,S^{-1}\,T^\dagger PT = T^\dagger XPT - AS^{-1}B .$$

Subtracting the same equation with $X$ and $P$ exchanged, and rearranging, yields

$$T^\dagger(XP - PX)T = \bigl(AS^{-1}B - BS^{-1}A\bigr) + T^\dagger(XQP - PQX)T .$$

The last term is the leakage $L$: one operator leads out of the span of the basis and the other leads back. Suppose that $X$ and $P$ are canonical between the basis states, so that the left side equals $i\hbar S$. Then $L = i\hbar S - C = -(C - i\hbar S)$, and the trace formula above gives

$$\operatorname{tr}(S^{-1}L) = i\hbar n .$$

The ultrasoft commutator contributes nothing to this trace, and the leakage carries all of it.

A small example shows such a pair. In a four-level space take the states $t_1 = (1,0,0,0)$ and $t_2 = (1,1,0,0)$. The second has norm $\sqrt2$; after normalisation the two states overlap by $1/\sqrt2$. As written, their overlap matrix is

$$S = \begin{pmatrix}1&1\\1&2\end{pmatrix},\qquad \det S = 1 .$$

The Hermitian operators are

$$X = \begin{pmatrix}0&1&0&0\\1&0&1&1\\0&1&0&0\\0&1&0&0\end{pmatrix},\qquad
P = \frac{i\hbar}{2}\begin{pmatrix}0&-1&0&0\\1&0&-1&-1\\0&1&0&0\\0&1&0&0\end{pmatrix}.$$

Multiplying out gives

$$XP - PX = i\hbar\begin{pmatrix}1&0&0&0\\0&1&0&0\\0&0&-1&-1\\0&0&-1&-1\end{pmatrix}.$$

Both basis states lie in the first two levels, where this matrix is $i\hbar$ times the identity, so the pseudo operator of the commutator is exactly $i\hbar S$. The two contributions to it are

$$C = i\hbar\begin{pmatrix}1&1\\1&0\end{pmatrix},\qquad L = i\hbar\begin{pmatrix}0&0\\0&2\end{pmatrix}.$$

With $S^{-1} = \begin{pmatrix}2&-1\\-1&1\end{pmatrix}$ their weighted traces are $0$ and $2i\hbar$, as they should be for $n = 2$.

## The Lean file

```lean
import Mathlib

open Matrix

namespace UltrasoftCanonicalPair

noncomputable section

variable {m n : Type*} [Fintype m] [DecidableEq m] [Fintype n] [DecidableEq n]

/-- The ultrasoft commutator `A S⁻¹ B - B S⁻¹ A` of two pseudo operators in a basis
with overlap matrix `S`. -/
def usComm (S A B : Matrix n n ℂ) : Matrix n n ℂ :=
  A * S⁻¹ * B - B * S⁻¹ * A

/-- The overlap matrix of the basis states stored as the columns of `T`. -/
def overlap (T : Matrix m n ℂ) : Matrix n n ℂ := Tᴴ * T

/-- The pseudo operator of `O`: its matrix elements between the columns of `T`. -/
def pseudoOp (T : Matrix m n ℂ) (O : Matrix m m ℂ) : Matrix n n ℂ := Tᴴ * O * T

/-- The operator `1 - T S⁻¹ Tᴴ`, with `S` the overlap matrix of the columns of `T`. -/
def outside (T : Matrix m n ℂ) : Matrix m m ℂ := 1 - T * (overlap T)⁻¹ * Tᴴ

/-- The trace of an ultrasoft commutator, weighted with the inverse overlap, vanishes. -/
theorem trace_inv_mul_usComm (S A B : Matrix n n ℂ) :
    trace (S⁻¹ * usComm S A B) = 0 := by
  -- the weighted expression is an ordinary commutator of `S⁻¹ A` and `S⁻¹ B`
  have h : S⁻¹ * usComm S A B
      = (S⁻¹ * A) * (S⁻¹ * B) - (S⁻¹ * B) * (S⁻¹ * A) := by
    simp only [usComm, Matrix.mul_sub, Matrix.mul_assoc]
  rw [h, trace_sub, trace_mul_comm (S⁻¹ * A) (S⁻¹ * B), sub_self]

/-- For an invertible overlap `S`, the deviation of an ultrasoft commutator from `c S` has weighted
trace `-c n`, where `n` is the number of basis states. -/
theorem trace_deviation {S : Matrix n n ℂ} (hS : IsUnit S.det) (A B : Matrix n n ℂ) (c : ℂ) :
    trace (S⁻¹ * (usComm S A B - c • S)) = -(c * (Fintype.card n : ℂ)) := by
  rw [Matrix.mul_sub, trace_sub, trace_inv_mul_usComm, Matrix.mul_smul,
    nonsing_inv_mul _ hS, trace_smul, trace_one, smul_eq_mul, zero_sub]

/-- In a finite non-empty basis with invertible overlap `S`, no two matrices satisfy the
canonical relation `A S⁻¹ B - B S⁻¹ A = i ħ S` with `ħ ≠ 0`. -/
theorem no_canonical_pair [Nonempty n] {S : Matrix n n ℂ} (hS : IsUnit S.det)
    {hbar : ℝ} (hh : hbar ≠ 0) :
    ¬ ∃ A B : Matrix n n ℂ, usComm S A B = (Complex.I * (hbar : ℂ)) • S := by
  rintro ⟨A, B, h⟩
  have ht := trace_deviation hS A B (Complex.I * (hbar : ℂ))
  rw [h, sub_self, Matrix.mul_zero, trace_zero] at ht
  -- the weighted trace would have to be both zero and `-i ħ n`
  have hn : (Fintype.card n : ℂ) ≠ 0 := Nat.cast_ne_zero.mpr Fintype.card_ne_zero
  have hc : (hbar : ℂ) ≠ 0 := Complex.ofReal_ne_zero.mpr hh
  exact neg_ne_zero.mpr (mul_ne_zero (mul_ne_zero Complex.I_ne_zero hc) hn) ht.symm

/-- For an invertible overlap, the operator `outside T` annihilates every basis state. -/
theorem outside_mul_basis {T : Matrix m n ℂ} (hS : IsUnit (overlap T).det) :
    outside T * T = 0 := by
  have h : T * (overlap T)⁻¹ * Tᴴ * T = T * ((overlap T)⁻¹ * overlap T) := by
    simp only [overlap, Matrix.mul_assoc]
  rw [outside, Matrix.sub_mul, Matrix.one_mul, h, nonsing_inv_mul _ hS,
    Matrix.mul_one, sub_self]

/-- The pseudo operator of a commutator is the ultrasoft commutator of the pseudo operators
plus a leakage term in which `outside T` stands between the two operators. -/
theorem pseudoOp_commutator (T : Matrix m n ℂ) (X P : Matrix m m ℂ) :
    pseudoOp T (X * P - P * X)
      = usComm (overlap T) (pseudoOp T X) (pseudoOp T P)
        + pseudoOp T (X * outside T * P - P * outside T * X) := by
  simp only [pseudoOp, usComm, outside, Matrix.mul_sub, Matrix.sub_mul, Matrix.mul_one,
    Matrix.mul_assoc]
  abel

/-- If the overlap is invertible and `X` and `P` obey the canonical relation between the basis
states, the leakage term has weighted trace `i ħ n`, where `n` is the number of basis states. -/
theorem trace_leakage {T : Matrix m n ℂ} (hS : IsUnit (overlap T).det)
    {X P : Matrix m m ℂ} {hbar : ℝ}
    (h : pseudoOp T (X * P - P * X) = (Complex.I * (hbar : ℂ)) • overlap T) :
    trace ((overlap T)⁻¹ * pseudoOp T (X * outside T * P - P * outside T * X))
      = Complex.I * (hbar : ℂ) * (Fintype.card n : ℂ) := by
  -- the leakage term is minus the deviation of the ultrasoft commutator
  have hl : pseudoOp T (X * outside T * P - P * outside T * X)
      = -(usComm (overlap T) (pseudoOp T X) (pseudoOp T P)
          - (Complex.I * (hbar : ℂ)) • overlap T) := by
    rw [← h, pseudoOp_commutator T X P]
    abel
  rw [hl, Matrix.mul_neg, trace_neg, trace_deviation hS, neg_neg]

/-- Two non-orthogonal basis states in a four-level space. -/
def exT : Matrix (Fin 4) (Fin 2) ℂ := !![1, 1; 0, 1; 0, 0; 0, 0]

/-- The matrix used for `X` in the four-level example. -/
def exX : Matrix (Fin 4) (Fin 4) ℂ :=
  !![0, 1, 0, 0; 1, 0, 1, 1; 0, 1, 0, 0; 0, 1, 0, 0]

/-- The matrix used for `P` in the four-level example. -/
def exP (hbar : ℝ) : Matrix (Fin 4) (Fin 4) ℂ :=
  (Complex.I * (hbar : ℂ) / 2) • !![0, -1, 0, 0; 1, 0, -1, -1; 0, 1, 0, 0; 0, 1, 0, 0]

/-- The four-level operators `exX` and `exP` are Hermitian and obey the canonical relation
between the two states of `exT`, whose overlap matrix is invertible. -/
theorem trace_leakage_witness (hbar : ℝ) :
    exX.IsHermitian ∧ (exP hbar).IsHermitian ∧ IsUnit (overlap exT).det ∧
      pseudoOp exT (exX * exP hbar - exP hbar * exX)
        = (Complex.I * (hbar : ℂ)) • overlap exT := by
  refine ⟨?_, ?_, ?_, ?_⟩
  · refine Matrix.IsHermitian.ext fun i j => ?_
    fin_cases i <;> fin_cases j <;> simp [exX]
  · refine Matrix.IsHermitian.ext fun i j => ?_
    fin_cases i <;> fin_cases j <;> simp [exP] <;> ring
  · have h : overlap exT = !![1, 1; 1, 2] := by
      ext i j
      fin_cases i <;> fin_cases j <;>
        simp [overlap, exT, Matrix.mul_apply, Fin.sum_univ_four]
      norm_num
    rw [h, det_fin_two_of, isUnit_iff_ne_zero]
    norm_num
  · -- the commutator is `i ħ` on the first two levels and differs only on the other two
    have hc : exX * exP hbar - exP hbar * exX = (Complex.I * (hbar : ℂ)) •
        !![1, 0, 0, 0; 0, 1, 0, 0; 0, 0, -1, -1; 0, 0, -1, -1] := by
      ext i j
      fin_cases i <;> fin_cases j <;>
        simp [exX, exP] <;> ring
    rw [hc, pseudoOp, Matrix.mul_smul, Matrix.smul_mul]
    congr 1
    ext i j
    fin_cases i <;> fin_cases j <;>
      simp [overlap, exT, Matrix.mul_apply, Fin.sum_univ_four]

end

end UltrasoftCanonicalPair
```

```lean
#print axioms UltrasoftCanonicalPair.no_canonical_pair
-- 'UltrasoftCanonicalPair.no_canonical_pair' depends on axioms: [propext, Classical.choice, Quot.sound]
#print axioms UltrasoftCanonicalPair.outside_mul_basis
-- 'UltrasoftCanonicalPair.outside_mul_basis' depends on axioms: [propext, Classical.choice, Quot.sound]
#print axioms UltrasoftCanonicalPair.trace_leakage
-- 'UltrasoftCanonicalPair.trace_leakage' depends on axioms: [propext, Classical.choice, Quot.sound]
```

## What the theorems say

In the file, `n` and `m` are finite types that label the basis states and the levels of the larger space. The number called $n$ above is `Fintype.card n`. The definitions translate as follows:

- `usComm S A B` is the ultrasoft commutator $C$.
- `overlap T` is $T^\dagger T$, and `pseudoOp T O` is $T^\dagger OT$.
- `outside T` is $Q$.

The central theorem, `no_canonical_pair`, says that for a non-empty label type, an overlap with `IsUnit S.det` and a real `hbar` different from zero, there are no complex matrices `A` and `B` whose ultrasoft commutator is $i\hbar S$. The determinant condition is invertibility; for an overlap of the form $T^\dagger T$ it means that the basis states are linearly independent. The condition on `hbar` says that the theory is quantum mechanical, and units with $\hbar = 1$ are included.

The theorem `trace_leakage` has one physical hypothesis that is assumed and not derived: `h` requires $X$ and $P$ to obey the canonical relation between the basis states. This stands for the behaviour of true position and momentum, seen only through the chosen states. Because the larger space is finite too, the relation cannot hold on all of it when $\hbar \neq 0$ and $m \geq 1$; `no_canonical_pair` with $S = 1$ forbids that. `trace_leakage_witness` shows, for every real `hbar`, that the hypotheses of `trace_leakage` can be met with Hermitian operators and non-orthogonal states.

The theorems are pure matrix algebra. They contain no atomic augmentation spheres, projector functions or plane waves, and for $n \geq 2$ they do not fix any individual matrix element of the deviation. Infinite bases are not covered either, and there the conclusion is false: the familiar infinite matrices of the harmonic oscillator are canonical.

For one-electron calculations in a finite basis, the result means that a sum over intermediate states restricted to that basis cannot reproduce $[x,p] = i\hbar$ between all pairs of basis states. This is relevant when a sum rule derived from this commutator is tested within the basis. Whether the length and velocity forms of a transition matrix element agree is a different question, since that rests on the commutator of $x$ with the Hamiltonian.

## How the proof follows the derivation

`trace_inv_mul_usComm` is the first step by hand. Its intermediate equation `h` rewrites $S^{-1}C$ as the ordinary commutator of $S^{-1}A$ and $S^{-1}B$, by distributing the product and moving brackets. Then `trace_mul_comm` exchanges the factors in one of the two traces, and the difference is zero. Invertibility is not needed here.

`trace_deviation` splits the trace of the deviation into two parts. The first vanishes by the previous lemma. In the second, `nonsing_inv_mul` replaces $S^{-1}S$ by the identity, which is where invertibility enters, and `trace_one` counts the basis states.

`no_canonical_pair` assumes that a pair exists and applies `trace_deviation` with $c = i\hbar$. The assumed relation turns the deviation into the zero matrix, so that `ht` reads $0 = -i\hbar n$. The remaining lines show that $i$, $\hbar$ and $n$ are all non-zero, which contradicts `ht`.

`outside_mul_basis` is the computation $QT = 0$. Together with the fact that $Q$ leaves vectors orthogonal to the basis states unchanged, it justifies reading `outside T` as the projector onto the part of the space beyond the basis; the later proofs do not call on it. `pseudoOp_commutator` is the splitting into ultrasoft commutator and leakage. The `simp only` call expands every product, including the definition of $Q$, and `abel` cancels the terms that occur with opposite signs.

In `trace_leakage`, the equation `hl` states $L = -(C - i\hbar S)$. It follows from the assumed canonical relation and the splitting, and `trace_deviation` then supplies the value $i\hbar n$.

The proof of `trace_leakage_witness` has four parts: two for Hermiticity, one for the invertible overlap and one for the canonical relation. Matrices are compared entry by entry, with `fin_cases` running through the indices; the third part then evaluates the $2\times2$ determinant. In the last part, `hc` is the explicit $4\times4$ commutator displayed above, which is then evaluated between the two basis states.

## Dropping a hypothesis, and a different formulation

If $\hbar = 0$ is allowed, the statement fails at once: $A = B = S$ gives $C = 0$, which is the required right side. It also fails if $S$ may be singular, though for a less physical reason. Take $n = 1$ and $S = A = B = 0$. Mathlib assigns the inverse zero to a singular matrix, so both sides of the relation are zero for any $\hbar$.

The same question can be posed after symmetric orthogonalisation. For a positive definite $S$, set $\tilde A = S^{-1/2}AS^{-1/2}$ and $\tilde B = S^{-1/2}BS^{-1/2}$. The canonical relation becomes $\tilde A\tilde B - \tilde B\tilde A = i\hbar\,1$, and the unweighted trace excludes it directly. That version looks more like the textbook commutator, but it needs a matrix square root, for which a positive definite overlap offers a standard choice. With $S^{-1}$ kept between the factors, no square root is needed, and the matrices remain the ones computed in the original basis.
